# For independent partial-wave differences and dual projectors, the PAW transformation is constant exactly under compensating mixing

In the projector augmented-wave (PAW) method, a linear map T turns smooth wave functions into all-electron ones. Take one smooth partial wave φ₀, its projector p₀ with p₀ᴴ φ₀ = 1, and the difference u₀ ≠ 0 between the all-electron and the smooth partial wave. Then T = 1 + u₀ p₀ᴴ. Now let t be real and rescale with a complex number a, whose conjugate is written a*:

φ(t) = e^(at) φ₀,  u(t) = e^(at) u₀,  p(t) = e^(−(a*) t) p₀

The factors cancel in u pᴴ, so T stays fixed while u' = u a and p' = −p a*.

For m partial waves in a fixed orthonormal basis of n functions, the columns of the n×m matrices U, P and Φ hold the differences, projectors and smooth partial waves. Φ carries no tilde here, although it is the smooth set. Let U and P be differentiable, with the columns of U independent and Pᴴ Φ = 1 at all t. Then T = 1 + U Pᴴ is constant if and only if some m×m matrix function A(t) satisfies

U' = U A,  P' = −P Aᴴ

If Φ is differentiable too, A = Pᴴ Φ'.

## Recombining partial waves in a dataset

When the differences are independent, a code that recombines partial waves, for instance to orthogonalise them, must recombine the projectors to match if T is to stay the same. For a differentiable path of U, P and Φ that meets the conditions above, T is constant exactly when two residuals vanish at all t: U' − U Pᴴ Φ' and P' + P (Pᴴ Φ')ᴴ. If the waves are only recombined, U = U₀ C and Φ = Φ₀ C with fixed U₀ and Φ₀ and a differentiable m×m matrix C(t), the first residual is zero by itself and the second tests the projectors.

## From T' = 0 to the generator

The product rule gives

T' = U' Pᴴ + U P'ᴴ

If T is constant, T' = 0. Multiply by Φ on the right and use Pᴴ Φ = 1:

U' = −U P'ᴴ Φ = U A,  with A = −P'ᴴ Φ

Put this back into T' = 0:

U (A Pᴴ + P'ᴴ) = 0

Independent columns let U be cancelled, so P'ᴴ = −A Pᴴ, and the adjoint is P' = −P Aᴴ.

Conversely, the two mixing equations give

T' = U A Pᴴ − U A Pᴴ = 0

at every t, so T is constant. To identify A, differentiate Pᴴ Φ = 1:

0 = P'ᴴ Φ + Pᴴ Φ' = −A Pᴴ Φ + Pᴴ Φ' = −A + Pᴴ Φ'

## The Lean file

```lean
import Mathlib

open Matrix

namespace PartialWaveMixing

/-- The matrix path `X` has velocity `dX` at time `t`, entry by entry. -/
def HasVelocity {n m : Type*} (X : ℝ → Matrix n m ℂ) (dX : Matrix n m ℂ) (t : ℝ) : Prop :=
  ∀ i j, HasDerivAt (fun s => X s i j) (dX i j) t

/-- The PAW transformation `T = 1 + U Pᴴ`, built from the partial-wave differences `U` and
the projectors `P`. -/
def pawT {n m : Type*} [Fintype m] [DecidableEq n] (U P : Matrix n m ℂ) : Matrix n n ℂ :=
  1 + U * Pᴴ

/-- A matrix path that never changes has zero velocity. -/
theorem velocity_eq_zero {n m : Type*} {X : ℝ → Matrix n m ℂ} {dX : Matrix n m ℂ} {t : ℝ}
    (hX : HasVelocity X dX t) (hc : ∀ s, X s = X t) : dX = 0 := by
  ext i j
  have h : (fun s => X s i j) = fun _ => X t i j := funext fun s => by rw [hc s]
  have h1 := hX i j
  rw [h] at h1
  exact h1.unique (hasDerivAt_const t (X t i j))

/-- Product rule for matrix paths. -/
theorem HasVelocity.mul {n m k : Type*} [Fintype m] {X : ℝ → Matrix n m ℂ}
    {Y : ℝ → Matrix m k ℂ} {dX : Matrix n m ℂ} {dY : Matrix m k ℂ} {t : ℝ}
    (hX : HasVelocity X dX t) (hY : HasVelocity Y dY t) :
    HasVelocity (fun s => X s * Y s) (dX * Y t + X t * dY) t := by
  intro i j
  simp only [Matrix.mul_apply, Matrix.add_apply, ← Finset.sum_add_distrib]
  exact HasDerivAt.fun_sum fun k _ => (hX i k).fun_mul (hY k j)

/-- The velocity of the adjoint is the adjoint of the velocity. -/
theorem HasVelocity.adjoint {n m : Type*} {X : ℝ → Matrix n m ℂ} {dX : Matrix n m ℂ} {t : ℝ}
    (hX : HasVelocity X dX t) : HasVelocity (fun s => (X s)ᴴ) dXᴴ t :=
  fun i j => (hX j i).star

variable {n m : Type*} [Fintype n] [Fintype m] [DecidableEq m]

/-- At one instant, with independent columns of `U` and `Pᴴ Φ = 1`, the velocity
`U' Pᴴ + U P'ᴴ` of the PAW transformation vanishes exactly when some matrix `A` mixes the
partial waves by `U' = U A` and the projectors by `P' = -P Aᴴ`. -/
theorem stationary_iff {U P Φ dU dP : Matrix n m ℂ} (hU : LinearIndependent ℂ U.col)
    (hd : Pᴴ * Φ = 1) :
    dU * Pᴴ + U * dPᴴ = 0 ↔ ∃ A : Matrix m m ℂ, dU = U * A ∧ dP = -(P * Aᴴ) := by
  constructor
  · intro h0
    -- Acting on the smooth partial waves shows that `U'` lies in the span of `U`.
    obtain ⟨A, hA⟩ : ∃ A : Matrix m m ℂ, dU = U * A := ⟨-(dPᴴ * Φ), calc
      dU = dU * (Pᴴ * Φ) := by rw [hd, Matrix.mul_one]
      _ = (dU * Pᴴ + U * dPᴴ) * Φ - U * (dPᴴ * Φ) := by
        rw [Matrix.add_mul, Matrix.mul_assoc, Matrix.mul_assoc, add_sub_cancel_right]
      _ = U * (-(dPᴴ * Φ)) := by rw [h0, Matrix.zero_mul, zero_sub, Matrix.mul_neg]⟩
    have hz : U * (A * Pᴴ + dPᴴ) = 0 := by
      rw [Matrix.mul_add, ← Matrix.mul_assoc, ← hA]
      exact h0
    -- Independent columns allow `U` to be cancelled.
    have hc : A * Pᴴ + dPᴴ = 0 := by
      ext i j
      have h1 : U *ᵥ (fun k => (A * Pᴴ + dPᴴ) k j) = U *ᵥ 0 := by
        rw [Matrix.mulVec_zero]
        funext i
        exact congrFun (congrFun hz i) j
      exact congrFun (Matrix.mulVec_injective_iff.2 hU h1) i
    have hP : dPᴴ = -(A * Pᴴ) := eq_neg_of_add_eq_zero_right hc
    refine ⟨A, hA, ?_⟩
    calc dP = dPᴴᴴ := (Matrix.conjTranspose_conjTranspose dP).symm
      _ = -(P * Aᴴ) := by
        rw [hP, Matrix.conjTranspose_neg, Matrix.conjTranspose_mul,
          Matrix.conjTranspose_conjTranspose]
  · rintro ⟨A, rfl, rfl⟩
    rw [Matrix.conjTranspose_neg, Matrix.conjTranspose_mul, Matrix.conjTranspose_conjTranspose,
      Matrix.mul_neg, Matrix.mul_assoc, add_neg_cancel]

/-- Let `U` and `P` be differentiable, `U` with independent columns and `Pᴴ Φ = 1` at all
times. The PAW transformation is constant if and only if some matrix function `A` satisfies
`U' = U A` and `P' = -P Aᴴ`. -/
theorem pawT_constant_iff [DecidableEq n] {U P Φ dU dP : ℝ → Matrix n m ℂ}
    (hU : ∀ t, HasVelocity U (dU t) t) (hP : ∀ t, HasVelocity P (dP t) t)
    (hind : ∀ t, LinearIndependent ℂ (U t).col) (hd : ∀ t, (P t)ᴴ * Φ t = 1) :
    (∀ s t, pawT (U s) (P s) = pawT (U t) (P t)) ↔
      ∃ A : ℝ → Matrix m m ℂ, ∀ t, dU t = U t * A t ∧ dP t = -(P t * (A t)ᴴ) := by
  have hT : ∀ t, HasVelocity (fun s => pawT (U s) (P s))
      (dU t * (P t)ᴴ + U t * (dP t)ᴴ) t := fun t i j =>
    ((hU t).mul (hP t).adjoint i j).const_add ((1 : Matrix n n ℂ) i j)
  constructor
  · intro h
    choose A hA using fun t =>
      (stationary_iff (hind t) (hd t)).1 (velocity_eq_zero (hT t) fun s => h s t)
    exact ⟨A, hA⟩
  · rintro ⟨A, hA⟩ s t
    -- Every entry of `T` has zero derivative on the whole time axis.
    ext i j
    refine is_const_of_deriv_eq_zero (f := fun r => pawT (U r) (P r) i j)
      (fun r => (hT r i j).differentiableAt) (fun r => ?_) s t
    rw [(hT r i j).deriv, (stationary_iff (hind r) (hd r)).2 ⟨A r, hA r⟩]
    rfl

/-- If `Pᴴ Φ = 1` at all times and the projectors move by `P' = -P Aᴴ`, the generator is the
projection `A = Pᴴ Φ'` of the velocity of the smooth partial waves. -/
theorem generator_eq {P Φ : ℝ → Matrix n m ℂ} {dP dΦ : Matrix n m ℂ} {A : Matrix m m ℂ}
    {t : ℝ} (hP : HasVelocity P dP t) (hΦ : HasVelocity Φ dΦ t)
    (hd : ∀ s, (P s)ᴴ * Φ s = 1) (hA : dP = -(P t * Aᴴ)) : A = (P t)ᴴ * dΦ := by
  have h0 : dPᴴ * Φ t + (P t)ᴴ * dΦ = 0 :=
    velocity_eq_zero (hP.adjoint.mul hΦ) fun s => (hd s).trans (hd t).symm
  rw [hA, Matrix.conjTranspose_neg, Matrix.conjTranspose_mul,
    Matrix.conjTranspose_conjTranspose, Matrix.neg_mul, Matrix.mul_assoc, hd t,
    Matrix.mul_one] at h0
  exact neg_add_eq_zero.1 h0

/-- Let `U`, `P`, `Φ` be differentiable, `U` with independent columns and `Pᴴ Φ = 1` at all
times. The PAW transformation is constant if and only if `U' = U A` and `P' = -P Aᴴ` hold with
`A = Pᴴ Φ'`. -/
theorem pawT_constant_iff_explicit [DecidableEq n] {U P Φ dU dP dΦ : ℝ → Matrix n m ℂ}
    (hU : ∀ t, HasVelocity U (dU t) t) (hP : ∀ t, HasVelocity P (dP t) t)
    (hΦ : ∀ t, HasVelocity Φ (dΦ t) t)
    (hind : ∀ t, LinearIndependent ℂ (U t).col) (hd : ∀ t, (P t)ᴴ * Φ t = 1) :
    (∀ s t, pawT (U s) (P s) = pawT (U t) (P t)) ↔
      ∀ t, dU t = U t * ((P t)ᴴ * dΦ t) ∧ dP t = -(P t * ((P t)ᴴ * dΦ t)ᴴ) := by
  rw [pawT_constant_iff hU hP hind hd]
  constructor
  · rintro ⟨A, hA⟩ t
    rw [← generator_eq (hP t) (hΦ t) hd (hA t).2]
    exact hA t
  · intro h
    exact ⟨fun t => (P t)ᴴ * dΦ t, h⟩

/-- A matrix path that is affine in time has its slope as velocity. -/
theorem velocity_affine {n m : Type*} {X : ℝ → Matrix n m ℂ} {V : Matrix n m ℂ}
    (h : ∀ s : ℝ, X s = X 0 + (s : ℂ) • V) (t : ℝ) : HasVelocity X V t := by
  intro i j
  have h1 : (fun s => X s i j) = fun s : ℝ => X 0 i j + (s : ℂ) * V i j := by
    funext s
    rw [h s]
    rfl
  rw [h1]
  have h2 : HasDerivAt (fun s : ℝ => (s : ℂ)) 1 t := (hasDerivAt_id t).ofReal_comp
  simpa using (h2.mul_const (V i j)).const_add (X 0 i j)

/-- Partial-wave differences of two waves under a shear, in a basis of three functions. -/
def shearU (t : ℝ) : Matrix (Fin 3) (Fin 2) ℂ := !![0, 0; 1, (t : ℂ); 0, 1]

/-- Projectors that follow the shear. -/
def shearP (t : ℝ) : Matrix (Fin 3) (Fin 2) ℂ := !![1, 0; -(t : ℂ), 1; 0, 0]

/-- Smooth partial waves that follow the shear. -/
def shearΦ (t : ℝ) : Matrix (Fin 3) (Fin 2) ℂ := !![1, (t : ℂ); 0, 1; 0, 0]

/-- The generator of the shear, which mixes the first wave into the second. -/
def shearA : Matrix (Fin 2) (Fin 2) ℂ := !![0, 1; 0, 0]

/-- The sheared waves have independent columns of `U`, satisfy `Pᴴ Φ = 1`, and move with the
constant generator `shearA`. -/
theorem shear_witness (t : ℝ) :
    LinearIndependent ℂ (shearU t).col ∧ (shearP t)ᴴ * shearΦ t = 1 ∧
    HasVelocity shearU (shearU t * shearA) t ∧
    HasVelocity shearP (-(shearP t * shearAᴴ)) t ∧
    HasVelocity shearΦ (shearΦ t * shearA) t := by
  refine ⟨?_, ?_, velocity_affine (fun s => ?_) t, velocity_affine (fun s => ?_) t,
    velocity_affine (fun s => ?_) t⟩
  · -- A left inverse of `U` shows that its columns are independent.
    have hL : !![0, 1, -(t : ℂ); 0, 0, 1] * shearU t = 1 := by
      ext i j
      fin_cases i <;> fin_cases j <;> simp [shearU, Matrix.mul_apply, Fin.sum_univ_succ]
    refine Matrix.mulVec_injective_iff.1 fun x y h => ?_
    have h1 := congrArg (fun v => !![0, 1, -(t : ℂ); 0, 0, 1] *ᵥ v) h
    simpa only [Matrix.mulVec_mulVec, hL, Matrix.one_mulVec] using h1
  · ext i j
    fin_cases i <;> fin_cases j <;>
      simp [shearP, shearΦ, Matrix.mul_apply, Fin.sum_univ_succ]
  · ext i j
    fin_cases i <;> fin_cases j <;> simp [shearU, shearA]
  · have hA : shearAᴴ = !![0, 0; 1, 0] := by
      ext i j
      fin_cases i <;> fin_cases j <;> simp [shearA, Matrix.conjTranspose_apply]
    rw [hA]
    ext i j
    fin_cases i <;> fin_cases j <;> simp [shearP]
  · ext i j
    fin_cases i <;> fin_cases j <;> simp [shearΦ, shearA]

/-- A single projector whose second component grows linearly in time. -/
def driftP (t : ℝ) : Matrix (Fin 2) (Fin 1) ℂ := !![1; (t : ℂ)]

/-- Independence of the columns of `U` cannot be dropped: for `U = 0` and the drifting
projector, `Pᴴ Φ = 1` holds with a fixed `Φ` and `T = 1` at all times, yet no `A` gives
`P' = -P Aᴴ`. -/
theorem independence_needed (t : ℝ) :
    (driftP t)ᴴ * (!![1; 0] : Matrix (Fin 2) (Fin 1) ℂ) = 1 ∧ pawT 0 (driftP t) = 1 ∧
    HasVelocity driftP !![0; 1] t ∧
    ¬ ∃ A : Matrix (Fin 1) (Fin 1) ℂ,
      (!![0; 1] : Matrix (Fin 2) (Fin 1) ℂ) = -(driftP t * Aᴴ) := by
  refine ⟨?_, by simp [pawT], velocity_affine (fun s => ?_) t, ?_⟩
  · ext i j
    fin_cases i <;> fin_cases j <;> simp [driftP, Matrix.mul_apply, Fin.sum_univ_succ]
  · ext i j
    fin_cases i <;> fin_cases j <;> simp [driftP]
  · rintro ⟨A, hA⟩
    -- The first component forces `A = 0`, the second then fails.
    have e : ∀ i, (driftP t * Aᴴ) i 0 = driftP t i 0 * star (A 0 0) := fun i => by
      rw [Matrix.mul_apply, Fin.sum_univ_succ]
      simp
    have h0 := congrFun (congrFun hA 0) 0
    have h1 := congrFun (congrFun hA 1) 0
    rw [Matrix.neg_apply, e] at h0 h1
    simp [driftP] at h0
    simp [driftP, h0] at h1

end PartialWaveMixing
```

```lean
#print axioms PartialWaveMixing.pawT_constant_iff_explicit
#print axioms PartialWaveMixing.independence_needed
```

```
'PartialWaveMixing.pawT_constant_iff_explicit' depends on axioms: [propext, Classical.choice, Quot.sound]
'PartialWaveMixing.independence_needed' depends on axioms: [propext, Classical.choice, Quot.sound]
```

## What the theorems say, and for which matrices

`HasVelocity X dX t` says that each entry of `X` has the corresponding entry of `dX` as its derivative at real time `t`. `pawT` is T, and `hd` is the duality Pᴴ Φ = 1. In `pawT_constant_iff`, `Φ` need not be differentiable and no regularity is asked of `A`; `pawT_constant_iff_explicit` adds differentiable `Φ` and fixes the generator.

`stationary_iff` contains the algebra at one instant. The main theorem obtains T' from `HasVelocity.mul` and `HasVelocity.adjoint`, collects the matrices A(t) into a function with `choose`, and returns from zero derivative to constancy with `is_const_of_deriv_eq_zero`. `generator_eq` differentiates the duality.

The cancellation of U rests on `Matrix.mulVec_injective_iff`, which equates independent columns with injectivity of x ↦ U x. The proof applies it to each column of A Pᴴ + P'ᴴ, so no inverse of Uᴴ U is needed. `shear_witness` uses the lemma in the other direction: a left inverse gives injectivity, hence independence.

That example, two waves in three basis functions, meets all the hypotheses with a nonzero generator. In `independence_needed`, U = 0 and the projector drifts: T = 1 throughout, but no A exists. So independence cannot simply be dropped; the example does not show that nothing weaker would do.

The step left to the user is the replacement of functions in space by coefficients in a fixed, finite, orthonormal basis. If the basis moves with the atoms, a constant matrix need not be a constant operator. Nor do the theorems bound the drift of T when the mixing equations hold only approximately.

A model with finite steps would compare two datasets through U₁ = U₀ C and P₁ = P₀ (C⁻¹)ᴴ, with C invertible. It would need no derivatives and would suit a single re-orthogonalisation, but it would supply no generator for a continuous path.
